# On a finite periodic lattice, the marginal of cluster pattern frequencies over a translated subcluster is the subcluster's pattern frequency

The sites form a finite abelian group `G`, as for a lattice with periodic boundary conditions. A configuration `σ : G → S` places one of finitely many species on each site, and `freq σ C p` is the fraction of sites `x` at which the translate `x + C` shows the pattern `p`, normalised by `Fintype.card G`. The theorem `marginal_freq` states that if `D + t` lies inside `C`, then summing `freq σ C` over all patterns on `C` that show `q` on `D + t` gives `freq σ D q`, for every `q`; this is a counting identity for one fixed configuration, with no energy or ensemble involved. The attempt turns the marginal into a site average of an indicator by `freq_average`, and proves in `key` that the subpattern at `x` is the pattern on `D` at `x + t`. It then writes the count in `freq` as a sum of indicators and matches the two sums term by term along the shift `Equiv.addRight t`.

The failing Lean file:

```lean
import Mathlib

open Finset

namespace ClusterPolytope

noncomputable section

variable {G S : Type*} [AddCommGroup G] [Fintype G] [DecidableEq G]
  [Fintype S] [DecidableEq S] {C D : Finset G} {s t : G}

/-- The pattern of species that the configuration `σ` shows on the translate `x + C`. -/
def patternAt (σ : G → S) (C : Finset G) (x : G) : C → S := fun c => σ (x + (c : G))

/-- The fraction of lattice sites `x` at which the translate `x + C` shows the pattern `p`. -/
def freq (σ : G → S) (C : Finset G) (p : C → S) : ℝ :=
  ((univ.filter fun x => patternAt σ C x = p).card : ℝ) / Fintype.card G

/-- The translated subcluster `D + t` lies inside the cluster `C`. -/
def Fits (D : Finset G) (t : G) (C : Finset G) : Prop := ∀ d ∈ D, d + t ∈ C

/-- A pattern on `C` read on the subcluster `D + t`, as a pattern on `D`. -/
def subPattern (h : Fits D t C) (p : C → S) : D → S := fun d => p ⟨(d : G) + t, h d d.2⟩

/-- The total weight of the patterns on `C` that show `q` on the subcluster `D + t`. -/
def marginal (h : Fits D t C) (ρ : (C → S) → ℝ) (q : D → S) : ℝ :=
  ∑ p, ρ p * if subPattern h p = q then 1 else 0

/-- Averaging a cluster function with the pattern frequencies gives its average over sites. -/
theorem freq_average (σ : G → S) (C : Finset G) (f : (C → S) → ℝ) :
    ∑ p, freq σ C p * f p = (∑ x, f (patternAt σ C x)) / Fintype.card G := by
  have h : ∀ p, freq σ C p * f p
      = (∑ x, if patternAt σ C x = p then f p else 0) / Fintype.card G := by
    intro p
    rw [freq, ← Finset.sum_filter, sum_const, nsmul_eq_mul]
    ring
  simp only [h]
  rw [← Finset.sum_div, Finset.sum_comm]
  congr 1
  exact Finset.sum_congr rfl fun x _ => by simp

/-- The marginal of the frequencies on `C` over a subcluster `D + t` is the frequency on `D`. -/
theorem marginal_freq (σ : G → S) (h : Fits D t C) : marginal h (freq σ C) = freq σ D := by
  funext q
  refine (freq_average σ C (fun p => if subPattern h p = q then 1 else 0)).trans ?_
  have key : ∀ x, subPattern h (patternAt σ C x) = patternAt σ D (x + t) := by
    intro x
    funext d
    show σ (x + ((d : G) + t)) = σ (x + t + (d : G))
    congr 1
    abel
  unfold freq
  congr 1
  rw [Finset.card_filter]
  push_cast
  -- the sum over sites is invariant under the shift by `t`
  exact Fintype.sum_equiv (Equiv.addRight t) _ _ (fun x => by simp [key])

end

end ClusterPolytope
```

Lean reports:

```
Main.lean:57:59: error: unsolved goals
G : Type u_1
S : Type u_2
inst✝⁴ : AddCommGroup G
inst✝³ : Fintype G
inst✝² : DecidableEq G
inst✝¹ : Fintype S
inst✝ : DecidableEq S
C D : Finset G
t : G
σ : G → S
h : Fits D t C
q : ↥D → S
key : ∀ (x : G), subPattern h (patternAt σ C x) = patternAt σ D (x + t)
x : G
⊢ (if patternAt σ D (x + t) = q then 1 else 0) = if patternAt σ D (x + t) = q then 1 else 0
```

The message shows what `simp [key]` left of the termwise equation required by `Fintype.sum_equiv`. Both conditions were brought to `patternAt σ D (x + t) = q`, on the left by `key`, on the right by evaluating `Equiv.addRight t`. The two sides print identically, yet `simp` did not close the goal, so they differ in something not displayed. An `if` carries a hidden `Decidable` instance for its condition, and the two `if`s have different origins: one comes from the indicator passed to `freq_average`, the other from the filter in `freq` through `Finset.card_filter`. The instance is therefore the natural place for the mismatch, though the message does not print those terms.

The repair avoids comparing them. `by_cases hq` splits on the condition, and `simp [key, hq]` then reduces it to `True` in one case and `False` in the other. Each `if` collapses to `1` or to `0` whatever instance it carries, and the sides agree. Replacing `exact` by `refine … ?_` only exposes the termwise goal for the next line; it is tidying.

The repair, with which the file compiles:

```diff
@@ -55,5 +55,6 @@
   push_cast
   -- the sum over sites is invariant under the shift by `t`
-  exact Fintype.sum_equiv (Equiv.addRight t) _ _ (fun x => by simp [key])
+  refine Fintype.sum_equiv (Equiv.addRight t) _ _ (fun x => ?_)
+  by_cases hq : patternAt σ D (x + t) = q <;> simp [key, hq]
 
 end
```
